# A one-site orbital is normalised but fails FPS = SPF in a dimer with site energy −2, coupling −1 and overlap 7/18

Two equivalent sites, each with one basis function, have overlap 7/18, and a fixed Fock matrix F gives them site energy −2 and coupling −1. The theorem takes the orbital C that lies wholly on the first site and states two things: that it is normalised in the overlap metric, CᴴSC = 1, and that its density matrix P = CCᴴ does not satisfy the convergence condition FPS = SPF. The attempt proves the first part by computing the single entry of a 1×1 matrix. For the second it assumes the two products are equal and compares their upper right entries, which are −7/9 and −1, so that the arithmetic should give a contradiction.

Lean 4 with Mathlib refuses this proof:

```lean
import Mathlib

open Matrix

namespace SCFConvergence

noncomputable section

variable {n k m : Type*} [Fintype n] [Fintype k] [DecidableEq k]

/-- The density matrix `P = C Cᴴ` of the occupied orbitals whose coefficients are the
columns of `C`. -/
def density {n k : Type*} [Fintype k] (C : Matrix n k ℂ) : Matrix n n ℂ := C * Cᴴ

/-- The overlap matrix of two equivalent sites with overlap `7/18`. -/
def dimerS : Matrix (Fin 2) (Fin 2) ℂ := !![1, 7/18; 7/18, 1]

/-- A Fock matrix for two equivalent sites, with site energy `-2` and coupling `-1`. -/
def dimerF : Matrix (Fin 2) (Fin 2) ℂ := !![-2, -1; -1, -2]

/-- The orbital consisting of the first site function alone. -/
def siteOrbital : Matrix (Fin 2) (Fin 1) ℂ := !![1; 0]

/-- In the same model the single-site orbital is normalised but violates the convergence
condition. -/
theorem siteOrbital_not_converged :
    siteOrbitalᴴ * dimerS * siteOrbital = 1 ∧
      dimerF * density siteOrbital * dimerS ≠ dimerS * density siteOrbital * dimerF := by
  constructor
  · ext i j
    fin_cases i <;> fin_cases j <;>
      norm_num [dimerS, siteOrbital, Matrix.mul_apply, Fin.sum_univ_succ]
  · intro h
    -- compare the off-diagonal elements
    have h01 := congrFun (congrFun h 0) 1
    norm_num [density, dimerF, dimerS, siteOrbital, Matrix.mul_apply,
      Fin.sum_univ_succ] at h01

end

end SCFConvergence
```

Messages:

```
Main.lean:33:2: error: unsolved goals
case right
h : dimerF * density siteOrbital * dimerS = dimerS * density siteOrbital * dimerF
h01 :
  (-(2 * (![1] ᵥ* !![1; 0]ᴴ) 0) + -(![0] ᵥ* !![1; 0]ᴴ) 0) * (7 / 18) +
      (-(2 * (![1] ᵥ* !![1; 0]ᴴ) 1) + -(![0] ᵥ* !![1; 0]ᴴ) 1) =
    -(7 / 18 * (![0] ᵥ* !![1; 0]ᴴ) 0) + -(![1] ᵥ* !![1; 0]ᴴ) 0 +
      -(((![1] ᵥ* !![1; 0]ᴴ) 1 + 7 / 18 * (![0] ᵥ* !![1; 0]ᴴ) 1) * 2)
⊢ False
```

Cause. The error is in the second part: `norm_num` simplified `h01` but did not reach a contradiction, so the goal `False` was left open. The terms that remain, such as `(![1] ᵥ* !![1; 0]ᴴ) 0`, show why. With `density` and `siteOrbital` both unfolded, the product CCᴴ had an explicit matrix on its left, and the simplifier rewrote it row by row as vector-matrix products. `Matrix.mul_apply` is about entries of a matrix product and does not match those. The conjugate transpose was left inside them, not applied to indices, so its entries were never computed.

The repair does the work in two steps. `simp only` first expands the products into sums of entries while `siteOrbital` is still folded, and `conjTranspose_apply` turns each entry of Cᴴ into the conjugate of an entry of C. `norm_num` then puts in the numbers and finds the equation false, which closes the goal.

The change to the first part is mere tidying, since both indices there have only one value.

This version goes through:

```diff
@@ -29,11 +29,12 @@
   constructor
   · ext i j
-    fin_cases i <;> fin_cases j <;>
-      norm_num [dimerS, siteOrbital, Matrix.mul_apply, Fin.sum_univ_succ]
+    fin_cases i
+    fin_cases j
+    norm_num [dimerS, siteOrbital, Matrix.mul_apply, Fin.sum_univ_succ]
   · intro h
     -- compare the off-diagonal elements
     have h01 := congrFun (congrFun h 0) 1
-    norm_num [density, dimerF, dimerS, siteOrbital, Matrix.mul_apply,
-      Fin.sum_univ_succ] at h01
+    simp only [density, Matrix.mul_apply, Fin.sum_univ_two, conjTranspose_apply] at h01
+    norm_num [dimerF, dimerS, siteOrbital] at h01
 
 end
```
